# For nonzero coupling, every solution of the Lu-Fano equation with both tangents finite lies on an arctangent branch

The Lu-Fano equation, (tan πz + a)(tan πt + b) = c², ties together two real variables z and t, with real parameters a and b and coupling c. The theorem `exists_branch` says that if c ≠ 0 and cos πz ≠ 0, any solution z at a given t has the form z = n + arctan(c²/(tan πt + b) − a)/π for some integer n. It does not assume cos πt ≠ 0; where that cosine vanishes, Lean sets the tangent to 0, and the statement is then about that convention and not about the physical curve. The proof solves the equation for tan πz, shows that πz and the arctangent differ by an integer multiple of π, and then divides by π.

This version doesn't compile in Lean 4 with Mathlib:

```lean
import Mathlib

open Set
open scoped Real Topology Matrix

namespace ExistsBranch

noncomputable section

/-- The arctangent branch with integer label `n` of the Lu-Fano curve. Its domain is
`cos (π t) ≠ 0` and `tan (π t) + b ≠ 0`. -/
def branch (a b c : ℝ) (n : ℤ) (t : ℝ) : ℝ :=
  n + Real.arctan (c ^ 2 / (Real.tan (π * t) + b) - a) / π

variable {a b c d t : ℝ} {x : ℝ → ℝ}

/-- For nonzero coupling, every solution `z` of the Lu-Fano equation at `t` with nonzero
`cos (π z)` lies on an arctangent branch. -/
theorem exists_branch {z : ℝ} (hc : c ≠ 0) (hz : Real.cos (π * z) ≠ 0)
    (h : (Real.tan (π * z) + a) * (Real.tan (π * t) + b) = c ^ 2) :
    ∃ n : ℤ, z = branch a b c n t := by
  have hP : Real.tan (π * t) + b ≠ 0 := by
    intro h0
    rw [h0, mul_zero] at h
    exact pow_ne_zero 2 hc h.symm
  have hq := (eq_div_iff hP).mpr h
  unfold branch
  generalize c ^ 2 / (Real.tan (π * t) + b) = q at hq ⊢
  have hu : Real.tan (π * z) = Real.tan (Real.arctan (q - a)) := by
    rw [Real.tan_arctan]
    linarith
  rw [Real.tan_eq_sin_div_cos (π * z), Real.tan_eq_sin_div_cos (Real.arctan (q - a)),
    div_eq_div_iff hz (Real.cos_arctan_pos _).ne'] at hu
  -- equal tangents differ in angle by an integer multiple of π
  have hs : Real.sin (π * z - Real.arctan (q - a)) = 0 := by
    rw [Real.sin_sub]
    linear_combination hu
  obtain ⟨n, hn⟩ := Real.sin_eq_zero_iff.mp hs
  refine ⟨n, ?_⟩
  have hdiv : Real.arctan (q - a) / π = z - n := by
    rw [div_eq_iff Real.pi_ne_zero]
    linear_combination -hn
  rw [hdiv]
  ring

end

end ExistsBranch
```

Messages:

```
Main.lean:42:4: error: ring failed, ring expressions not equal
a b c t z : ℝ
hc : c ≠ 0
hz : Real.cos (π * z) ≠ 0
h : (Real.tan (π * z) + a) * (Real.tan (π * t) + b) = c ^ 2
hP : Real.tan (π * t) + b ≠ 0
q : ℝ
hq : Real.tan (π * z) + a = q
hu : Real.sin (π * z) * Real.cos (Real.arctan (q - a)) = Real.sin (Real.arctan (q - a)) * Real.cos (π * z)
hs : Real.sin (π * z - Real.arctan (q - a)) = 0
n : ℤ
hn : ↑n * π = π * z - Real.arctan (q - a)
⊢ Real.arctan (q - a) * 2 + ↑n * π * 2 - π * z * 2 = 0
```

What went wrong. The error is a wrong sign in the proof of `hdiv`. After `rw [div_eq_iff Real.pi_ne_zero]` the goal is `Real.arctan (q - a) = (z - n) * π`, and `hn` says `↑n * π = π * z - Real.arctan (q - a)`. In each of these, the left side minus the right side is arctan(q − a) + nπ − πz, so the goal is `hn` with its terms rearranged.

`linear_combination` subtracts the corresponding difference for the combination it is given from that of the goal, and asks `ring` to show that the result is zero. With `-hn` the subtraction becomes an addition, and the expression doubles instead of cancelling. That is the equation left in the message, where every term carries a factor of 2. `ring` cannot prove it, because it does not use the hypotheses and the expression is not identically zero.

The repair changes `-hn` to `hn`. The two differences then cancel exactly, and `ring` closes the goal.

After these edits no error is left:

```diff
@@ -40,5 +40,5 @@
   have hdiv : Real.arctan (q - a) / π = z - n := by
     rw [div_eq_iff Real.pi_ne_zero]
-    linear_combination -hn
+    linear_combination hn
   rw [hdiv]
   ring
```
